# A three-state Markov chain with eigenvalue −1 but no two-colouring that every move reverses

The declaration concerns a classical Markov chain in discrete time on three states: the first two exchange with certainty at every step, and the third never moves. It states that the transition matrix is stochastic, that it sends the unnormalised vector (1, −1, 0) to its negative, and that no assignment of signs ±1 to the states is reversed by every move of positive probability. The attempt checks the first two claims entry by entry. For the third it uses the resting state, whose move to itself would require its sign to equal its own negative, which is impossible for ±1.

The first attempt, which Lean rejects:

```lean
import Mathlib

open Matrix

namespace CheckerboardDynamics

variable {n : Type*} [Fintype n]

/-- A matrix of transition probabilities: nonnegative entries, each row summing to one. -/
def Stochastic (P : Matrix n n ℝ) : Prop :=
  (∀ x y, 0 ≤ P x y) ∧ ∀ x, ∑ y, P x y = 1

/-- The signs `s` colour the states in two colours, and every allowed move changes the colour. -/
def Checkerboard {n : Type*} (P : Matrix n n ℝ) (s : n → ℝ) : Prop :=
  (∀ x, s x = 1 ∨ s x = -1) ∧ ∀ x y, 0 < P x y → s y = -s x

/-- Two states that exchange at every step, next to a third state that never moves. -/
def swapAndRest : Matrix (Fin 3) (Fin 3) ℝ :=
  !![0, 1, 0; 1, 0, 0; 0, 0, 1]

/-- The stochastic matrix `swapAndRest` has the mode `(1, -1, 0)` with eigenvalue `-1`, but
admits no checkerboard signs. -/
theorem irreducibility_needed :
    Stochastic swapAndRest ∧ swapAndRest *ᵥ ![1, -1, 0] = -![1, -1, 0] ∧
      ¬ ∃ s : Fin 3 → ℝ, Checkerboard swapAndRest s := by
  refine ⟨⟨?_, ?_⟩, ?_, ?_⟩
  · intro x y
    fin_cases x <;> fin_cases y <;> norm_num [swapAndRest]
  · intro x
    fin_cases x <;> norm_num [swapAndRest, Fin.sum_univ_succ]
  · ext i
    fin_cases i <;> simp [swapAndRest, Matrix.mulVec, dotProduct, Fin.sum_univ_succ]
  · rintro ⟨s, hs⟩
    have h := hs.2 2 2 (by norm_num [swapAndRest])
    rcases hs.1 2 with h2 | h2 <;> linarith

end CheckerboardDynamics
```

Compiling this gives:

```
Main.lean:34:24: error: unsolved goals
s : Fin 3 → ℝ
hs : Checkerboard swapAndRest s
⊢ 0 < vecCons (![0, 1, 0] 2) (fun i => vecCons (![1, 0, 0] 2) (fun i => ![0, 0, 1] 2) i) 2
```

The repair, with which the file compiles:

```diff
@@ -32,5 +32,5 @@
     fin_cases i <;> simp [swapAndRest, Matrix.mulVec, dotProduct, Fin.sum_univ_succ]
   · rintro ⟨s, hs⟩
-    have h := hs.2 2 2 (by norm_num [swapAndRest])
+    have h := hs.2 2 2 (by simp [swapAndRest])
     rcases hs.1 2 with h2 | h2 <;> linarith
 
```

Diagnosis. The single error is in the proof that the resting state's probability of staying put is positive, which `hs.2 2 2` requires. The entry is 1, so the goal is true, but `norm_num [swapAndRest]` stops before reading it off. It unfolds the matrix and moves the column index inside the rows, leaving lookups such as `![0, 1, 0] 2` and an outer `vecCons … 2` unevaluated.

What is missing is a step that evaluates a vector written out in entries at the literal index `2`. In Mathlib this is done by a simplification procedure, `Matrix.cons_val`, which `simp` runs by default and `norm_num` does not. Replacing `norm_num` with `simp` therefore lets the lookups reduce to the entry 1, and the remaining goal `0 < 1` is closed by `simp` as well. The rest of the argument is unchanged.
